# Exchange factor of product operators and the parity rule for Pauli strings

## Physical setting

A Hamiltonian on finitely many qubits can be written as a linear combination, with real coefficients, of Pauli strings, tensor products such as $X\otimes I\otimes Z$. Whether two terms can be measured in a common eigenbasis, or exponentiated in either order with the same result for every time step, depends on whether they commute. Each string on $N$ qubits is a $2^N\times 2^N$ matrix, yet the answer follows from comparing labels qubit by qubit. The result bears on measurement grouping and operator splitting in qubit simulation, for pairs of single product operators on a finite register and not for sums of them.

## Statement

Let $k$ run over a finite set $\iota$ of $N$ sites, each with a finite basis $d_k$. A configuration $x$ assigns a basis state $x_k\in d_k$ to every site. For local matrices $P_k$ with entries in a commutative ring $R$, the product operator $P$ has the elements
$$P(x,y)=\prod_k P_k(x_k,y_k),$$
and $Q$ is built from $Q_k$ in the same way. Suppose there are scalars $s_k\in R$ with $P_kQ_k=s_k\,Q_kP_k$ on every site.

1. Then $PQ=\left(\prod_k s_k\right)QP$.
2. If $R$ is an integral domain and every $Q_kP_k\neq 0$, then for $c\in R$ the relation $PQ=c\,QP$ holds exactly when $c=\prod_k s_k$.
3. For Pauli strings with labels $a_k,b_k\in\{I,X,Y,Z\}$, say that site $k$ clashes if $a_k\neq I$, $b_k\neq I$ and $a_k\neq b_k$, and let $n$ be the number of clashing sites. Then $PQ=c\,QP$ exactly when $c=(-1)^n$. The strings commute iff $n$ is even and anticommute iff $n$ is odd.

## Derivation

*Mixed product.* Insert a sum over intermediate configurations $z$. A sum over all $z$ of a product of one-site terms equals the product of one-site sums over $j\in d_k$:
$$(PQ)(x,y)=\sum_z\prod_k P_k(x_k,z_k)\,Q_k(z_k,y_k)=\prod_k\sum_{j}P_k(x_k,j)\,Q_k(j,y_k)=\prod_k (P_kQ_k)(x_k,y_k).$$

*Exchange factor.* Use the local relation, pull the scalars out, and read the mixed-product rule backwards:
$$(PQ)(x,y)=\prod_k s_k\,(Q_kP_k)(x_k,y_k)=\Big(\prod_k s_k\Big)(QP)(x,y).$$

*Uniqueness.* If $Q_kP_k\neq0$, pick on each site states $\alpha_k,\beta_k$ with $(Q_kP_k)(\alpha_k,\beta_k)\neq0$. Then $(QP)(\alpha,\beta)$ is a product of nonzero factors, which is nonzero in an integral domain. From $PQ=c\,QP$ and part 1 one gets $\left(c-\prod_k s_k\right)(QP)(\alpha,\beta)=0$, so $c=\prod_k s_k$.

*Pauli matrices.* Write $\sigma_a$ for the matrix of label $a$. If $a=I$, $b=I$ or $a=b$, then $\sigma_a$ and $\sigma_b$ commute. Otherwise they anticommute: $XY=iZ=-YX$, and cyclically. So $s_k=-1$ on a clash and $s_k=1$ elsewhere, and $\prod_k s_k=(-1)^n$. Since $\sigma_a^2=1$ for every label, $\sigma_b(\sigma_b\sigma_a)\sigma_a=1$, which excludes $\sigma_b\sigma_a=0$. Part 2 gives $c=(-1)^n$. Setting $c=1$ or $c=-1$, with $1\neq-1$ in $\mathbb C$, gives the two parity rules.

An easy mistake is to require commutation on every site. That is sufficient but not necessary: $X\otimes X$ and $Z\otimes Z$ anticommute on both qubits, $n=2$, and they commute. Counting the sites where the labels merely differ is also wrong, since $X$ and $I$ differ and commute.

A program that tests commutation does not need to build the matrices: a loop over the $N$ label pairs counts the clashes and returns the parity. For $XYZ$ against $ZYX$ (labels listed by qubit), the outer two qubits clash and the middle one does not, so the strings commute.

## What the formal version assumes

The sites are the finite type `ι`, the basis of site $k$ is `d k`, and a configuration is a function of type `∀ k, d k`, with `x k` for $x_k$. Local dimensions may differ, but each is finite. Sites carry no order, and `prodOp` is defined by its elements. The local relation is the hypothesis `h` of `prodOp_twisted_comm`: it is assumed in the general theorems and derived only for Pauli matrices. Commutativity of `R` lets the local elements and scalars be reordered inside products.

For qubits the basis is `Fin 2`, with states $0$ and $1$. `Pauli.mat` fixes $Z=\mathrm{diag}(1,-1)$ and $Y$ with $-i$ in row $0$, column $1$. A `pauliString` has no prefactor $\pm1,\pm i$. The tensor product is the ungraded one, so fermionic signs are present only if they have been written into the local factors, as the $Z$ factors of a Jordan–Wigner string are. For $N=0$ there is one configuration, both operators are the $1\times1$ matrix $1$, the empty product of the $s_k$ is $1$, and $n=0$ is even.

Uniqueness needs `hne`. On one qubit take the projectors $P=\mathrm{diag}(1,0)$ and $Q=\mathrm{diag}(0,1)$. Then $PQ=QP=0$, the local relation holds with $s=1$, and $PQ=c\,QP$ holds for every $c$. It also needs `IsDomain R`: over the integers modulo $6$, take two one-state sites on which $P_k$ has the entries $2$ and $3$, with $Q_k=1$ and $s_k=1$ on both. Each $Q_kP_k$ is nonzero, but $QP=6=0$, and again every $c$ works.

Each label can also be encoded as two bits $(u,v)$, with $I=(0,0)$, $X=(1,0)$, $Z=(0,1)$, $Y=(1,1)$. For strings with bits $(u_k,v_k)$ and $(u'_k,v'_k)$, the parity of $n$ is then $\sum_k(u_kv'_k+v_ku'_k) \bmod 2$, which a program evaluates by bitwise operations. By part 3, the strings commute exactly when this sum is $0$ modulo $2$. The Lean code below does not treat the encoding.

```lean
import Mathlib

open Matrix

namespace ProductOperatorCommutation

noncomputable section

variable {ι : Type*} [Fintype ι] {d : ι → Type*} {R : Type*} [CommRing R]

/-- The product operator of local operators `P k`: its matrix element between configurations
`x` and `y` is the product over sites of the local elements `P k (x k) (y k)`. -/
def prodOp (P : ∀ k, Matrix (d k) (d k) R) : Matrix (∀ k, d k) (∀ k, d k) R :=
  Matrix.of fun x y => ∏ k, P k (x k) (y k)

/-- Mixed-product rule: product operators multiply site by site. -/
theorem prodOp_mul [DecidableEq ι] [∀ k, Fintype (d k)] (P Q : ∀ k, Matrix (d k) (d k) R) :
    prodOp P * prodOp Q = prodOp (fun k => P k * Q k) := by
  ext x y
  simp only [prodOp, Matrix.mul_apply, Matrix.of_apply]
  -- a product of local sums is a sum over intermediate configurations
  have h := Finset.prod_univ_sum (fun k => (Finset.univ : Finset (d k)))
    (fun k j => P k (x k) j * Q k j (y k))
  rw [Fintype.piFinset_univ] at h
  refine Eq.trans ?_ h.symm
  exact Finset.sum_congr rfl (fun z _ => Finset.prod_mul_distrib.symm)

/-- Rescaling each local operator by `s k` rescales the product operator by the product of
the `s k`. -/
theorem prodOp_smul (s : ι → R) (P : ∀ k, Matrix (d k) (d k) R) :
    prodOp (fun k => s k • P k) = (∏ k, s k) • prodOp P := by
  ext x y
  simp only [prodOp, Matrix.of_apply, Matrix.smul_apply, smul_eq_mul, Finset.prod_mul_distrib]

/-- Over an integral domain, the product operator of nonzero local operators is nonzero. -/
theorem prodOp_ne_zero [IsDomain R] (M : ∀ k, Matrix (d k) (d k) R) (h : ∀ k, M k ≠ 0) :
    prodOp M ≠ 0 := by
  have hex : ∀ k, ∃ a b, M k a b ≠ 0 := by
    intro k
    by_contra hc
    apply h k
    ext a b
    by_contra hne
    exact hc ⟨a, b, hne⟩
  -- one nonzero element per site gives a nonzero element between two configurations
  choose a b hab using hex
  intro h0
  have h1 : ∏ k, M k (a k) (b k) = 0 := congrFun (congrFun h0 a) b
  exact Finset.prod_ne_zero_iff.mpr (fun k _ => hab k) h1

/-- If the local operators satisfy `P k Q k = s k Q k P k` on every site, the product operators
satisfy `P Q = (∏ s k) Q P`. -/
theorem prodOp_twisted_comm [DecidableEq ι] [∀ k, Fintype (d k)]
    (P Q : ∀ k, Matrix (d k) (d k) R) (s : ι → R)
    (h : ∀ k, P k * Q k = s k • (Q k * P k)) :
    prodOp P * prodOp Q = (∏ k, s k) • (prodOp Q * prodOp P) := by
  calc prodOp P * prodOp Q = prodOp (fun k => P k * Q k) := prodOp_mul P Q
    _ = prodOp (fun k => s k • (Q k * P k)) := congrArg prodOp (funext h)
    _ = (∏ k, s k) • prodOp (fun k => Q k * P k) := prodOp_smul s (fun k => Q k * P k)
    _ = (∏ k, s k) • (prodOp Q * prodOp P) := by rw [prodOp_mul]

/-- Over an integral domain, with `P k Q k = s k Q k P k` and `Q k P k ≠ 0` on every site,
`P Q = c Q P` holds exactly when `c` is the product of the local factors `s k`. -/
theorem prodOp_twisted_comm_iff [IsDomain R] [DecidableEq ι] [∀ k, Fintype (d k)]
    (P Q : ∀ k, Matrix (d k) (d k) R) (s : ι → R)
    (h : ∀ k, P k * Q k = s k • (Q k * P k)) (hne : ∀ k, Q k * P k ≠ 0) (c : R) :
    prodOp P * prodOp Q = c • (prodOp Q * prodOp P) ↔ c = ∏ k, s k := by
  have hA : prodOp Q * prodOp P ≠ 0 := by
    rw [prodOp_mul]
    exact prodOp_ne_zero _ hne
  rw [prodOp_twisted_comm P Q s h]
  generalize prodOp Q * prodOp P = A at hA ⊢
  constructor
  · intro hc
    by_contra hcs
    -- two different multiples of `A` agree only if `A` vanishes
    apply hA
    ext x y
    have h1 : (∏ k, s k) * A x y = c * A x y := congrFun (congrFun hc x) y
    exact (mul_eq_mul_right_iff.mp h1.symm).resolve_left hcs
  · intro hc
    rw [hc]

/-- The labels of the single-qubit Pauli operators. -/
inductive Pauli
  | I
  | X
  | Y
  | Z
  deriving DecidableEq

/-- The 2×2 matrix of a single-qubit Pauli operator. -/
def Pauli.mat : Pauli → Matrix (Fin 2) (Fin 2) ℂ
  | .I => !![1, 0; 0, 1]
  | .X => !![0, 1; 1, 0]
  | .Y => !![0, -Complex.I; Complex.I, 0]
  | .Z => !![1, 0; 0, -1]

/-- Two Pauli labels clash when neither is the identity and they differ. -/
abbrev Clash (a b : Pauli) : Prop := a ≠ Pauli.I ∧ b ≠ Pauli.I ∧ a ≠ b

/-- The Pauli string with label `a k` on qubit `k`, as a product operator. -/
def pauliString (a : ι → Pauli) : Matrix (ι → Fin 2) (ι → Fin 2) ℂ :=
  prodOp (d := fun _ => Fin 2) (fun k => (a k).mat)

/-- The number of qubits on which the labels of two Pauli strings clash. -/
def clashCount (a b : ι → Pauli) : ℕ :=
  (Finset.univ.filter (fun k => Clash (a k) (b k))).card

/-- Exchanging two single-qubit Pauli matrices gives the factor `-1` if their labels clash
and `1` otherwise. -/
theorem pauli_mul_comm (a b : Pauli) :
    a.mat * b.mat = (if Clash a b then (-1 : ℂ) else 1) • (b.mat * a.mat) := by
  cases a <;> cases b <;> simp only [Pauli.mat, Matrix.mul_fin_two] <;>
    ext i j <;> fin_cases i <;> fin_cases j <;> simp [Clash]

/-- The product of two single-qubit Pauli matrices is nonzero. -/
theorem pauli_mul_ne_zero (a b : Pauli) : b.mat * a.mat ≠ 0 := by
  -- every Pauli matrix squares to the identity
  have hsq : ∀ c : Pauli, c.mat * c.mat = 1 := by
    intro c
    cases c <;> simp only [Pauli.mat, Matrix.mul_fin_two] <;>
      ext i j <;> fin_cases i <;> fin_cases j <;> simp
  intro h0
  have h1 : b.mat * (b.mat * a.mat) * a.mat = 1 := by
    rw [← mul_assoc, hsq b, one_mul, hsq a]
  rw [h0, mul_zero, zero_mul] at h1
  have h2 := congrFun (congrFun h1 0) 0
  simp at h2

/-- Two Pauli strings satisfy `P Q = c Q P` exactly when `c = (-1)^n`, with `n` the number of
clashing qubits. -/
theorem pauliString_twisted_iff [DecidableEq ι] (a b : ι → Pauli) (c : ℂ) :
    pauliString a * pauliString b = c • (pauliString b * pauliString a) ↔
      c = (-1) ^ clashCount a b := by
  -- the product of the local signs counts the clashes
  have hprod : ∏ k, (if Clash (a k) (b k) then (-1 : ℂ) else 1) = (-1) ^ clashCount a b := by
    unfold clashCount
    rw [Finset.prod_ite, Finset.prod_const, Finset.prod_const_one, mul_one]
  rw [← hprod]
  exact prodOp_twisted_comm_iff (d := fun _ => Fin 2) (fun k => (a k).mat) (fun k => (b k).mat)
    (fun k => if Clash (a k) (b k) then (-1 : ℂ) else 1)
    (fun k => pauli_mul_comm (a k) (b k)) (fun k => pauli_mul_ne_zero (a k) (b k)) c

/-- Exchanging two Pauli strings gives the factor `(-1)^n`, with `n` the number of clashing
qubits. -/
theorem pauliString_mul_comm [DecidableEq ι] (a b : ι → Pauli) :
    pauliString a * pauliString b =
      ((-1 : ℂ) ^ clashCount a b) • (pauliString b * pauliString a) :=
  (pauliString_twisted_iff a b _).mpr rfl

/-- Parity rule: two Pauli strings commute exactly when the number of clashing qubits is
even. -/
theorem pauliString_commute_iff_even [DecidableEq ι] (a b : ι → Pauli) :
    pauliString a * pauliString b = pauliString b * pauliString a ↔ Even (clashCount a b) := by
  have h := pauliString_twisted_iff a b 1
  rw [one_smul] at h
  rw [h]
  constructor
  · intro h1
    by_contra hn
    rw [(Nat.not_even_iff_odd.mp hn).neg_one_pow] at h1
    norm_num at h1
  · intro he
    exact he.neg_one_pow.symm

/-- Two Pauli strings anticommute exactly when the number of clashing qubits is odd. -/
theorem pauliString_anticommute_iff_odd [DecidableEq ι] (a b : ι → Pauli) :
    pauliString a * pauliString b = -(pauliString b * pauliString a) ↔
      Odd (clashCount a b) := by
  have h := pauliString_twisted_iff a b (-1)
  rw [neg_smul, one_smul] at h
  rw [h]
  constructor
  · intro h1
    by_contra hn
    rw [(Nat.not_odd_iff_even.mp hn).neg_one_pow] at h1
    norm_num at h1
  · intro ho
    exact ho.neg_one_pow.symm

/-- The Pauli matrices satisfy `X Z = (-1) Z X` and `Z X ≠ 0`, and the all-`X` and all-`Z`
strings on `n` qubits commute exactly when `n` is even. -/
theorem twisted_comm_witness (n : ℕ) :
    Pauli.X.mat * Pauli.Z.mat = (-1 : ℂ) • (Pauli.Z.mat * Pauli.X.mat) ∧
    Pauli.Z.mat * Pauli.X.mat ≠ 0 ∧
    (pauliString (fun _ : Fin n => Pauli.X) * pauliString (fun _ : Fin n => Pauli.Z) =
      pauliString (fun _ : Fin n => Pauli.Z) * pauliString (fun _ : Fin n => Pauli.X) ↔
      Even n) := by
  have hc : Clash Pauli.X Pauli.Z := by simp [Clash]
  refine ⟨?_, pauli_mul_ne_zero Pauli.X Pauli.Z, ?_⟩
  · have h := pauli_mul_comm Pauli.X Pauli.Z
    rw [if_pos hc] at h
    exact h
  · -- every qubit clashes
    have hf : Finset.univ.filter (fun _ : Fin n => Clash Pauli.X Pauli.Z) = Finset.univ :=
      Finset.filter_true_of_mem (fun _ _ => hc)
    have hn : clashCount (fun _ : Fin n => Pauli.X) (fun _ : Fin n => Pauli.Z) = n := by
      show (Finset.univ.filter (fun _ : Fin n => Clash Pauli.X Pauli.Z)).card = n
      rw [hf]
      simp
    rw [pauliString_commute_iff_even, hn]

end

end ProductOperatorCommutation
```

```lean
#print axioms ProductOperatorCommutation.pauliString_mul_comm
-- 'ProductOperatorCommutation.pauliString_mul_comm' depends on axioms: [propext, Classical.choice, Quot.sound]
#print axioms ProductOperatorCommutation.pauliString_commute_iff_even
-- 'ProductOperatorCommutation.pauliString_commute_iff_even' depends on axioms: [propext, Classical.choice, Quot.sound]
#print axioms ProductOperatorCommutation.pauliString_anticommute_iff_odd
-- 'ProductOperatorCommutation.pauliString_anticommute_iff_odd' depends on axioms: [propext, Classical.choice, Quot.sound]
```

## Notes on the proof

`prodOp_mul` is the mixed-product step. After `ext x y` the goal is the mixed-product rule for a single matrix element. `Finset.prod_univ_sum` expands a product of sums into a sum over choice functions, `Fintype.piFinset_univ` identifies that index set with all configurations, and `Finset.prod_mul_distrib` merges the $P$ and $Q$ factors for each $z$. The pair `Finset.prod_univ_sum` and `Fintype.piFinset_univ` is worth reusing whenever a sum over configurations factorises, as in traces of product operators: it needs no induction on the number of sites and accepts site-dependent bases.

`prodOp_smul` pulls the scalars out. The four lines of the `calc` block in `prodOp_twisted_comm` are mixed product, local relation, scalars, and mixed product backwards.

In `prodOp_ne_zero`, `choose` turns one nonzero element per site into two configurations, which play the part of $\alpha$ and $\beta$, and `Finset.prod_ne_zero_iff` shows that the element between them is nonzero. `prodOp_twisted_comm_iff` renames $QP$ as `A` and argues by contradiction: if $c\neq\prod_k s_k$, cancellation forces every element of `A` to vanish.

`pauli_mul_comm` checks all sixteen label pairs entry by entry, and `pauli_mul_ne_zero` is the argument from $\sigma_a^2=1$, ending in the contradiction $0=1$ at the element $(0,0)$. In `pauliString_twisted_iff`, the step `hprod` splits the product of signs by `Finset.prod_ite` into clashing sites, which give $(-1)^n$ with $n$ equal to `clashCount a b`, and the rest, which give $1$. `pauliString_mul_comm` takes $c=(-1)^n$; `pauliString_commute_iff_even` and `pauliString_anticommute_iff_odd` take $c=1$ and $c=-1$.

`twisted_comm_witness` states $XZ=-ZX$ and $ZX\neq0$, and that the all-$X$ and all-$Z$ strings commute iff the number of qubits is even. Its `n` counts qubits; every qubit clashes, so it also counts clashes.
